# The RPA correlation energy of a stable, real reference state is at most zero

## Zero-point energy of coupled excitations

The random phase approximation (RPA) treats the excitations of a many-electron system as coupled harmonic oscillators. A real symmetric matrix $A$ holds the excitation energies and the couplings among excitations, and a second one, $B$, couples excitations to de-excitations. Without $B$, the oscillator energies are the eigenvalues of $A$. With it, they shift to new values $\omega_i$ (with $\hbar=1$), and the shift in zero-point energy is the RPA correlation energy

$$E_c=\tfrac12\Big(\sum_i\omega_i-\operatorname{tr}A\Big).$$

Does a nonzero $B$ always lower the energy? It does if $A-B$ and $A+B$ are both positive definite. This condition stands for stability. For an excitation amplitude $X$ and a de-excitation amplitude $Y$, the oscillator energy is a sum of a quadratic form of $A+B$ in $X+Y$ and one of $A-B$ in $X-Y$, and both must rise from the reference state.

For RPA total energies whose correlation term is this expression, with finite real matrices that meet the condition, the result fixes the sign of that term. RPA variants with a different correlation term aren't covered.

## The statement and its Lean objects

Let $S=(A-B)^{1/2}$ and $M=(S(A+B)S)^{1/2}$, both positive roots. Then $\operatorname{tr}M\le\operatorname{tr}A$, so $E_c\le0$, with equality exactly when $B=0$.

In Lean, the finite type `n` labels the excitations, for instance pairs of an occupied and an empty orbital. `rootDiff A B` is $S$, `freqMatrix A B` is $M$, and `frequency A B i` is $\omega_i$, an eigenvalue of $M$ counted with multiplicity. The hypotheses `hP` and `hQ` say that $A-B$ and $A+B$ are positive definite. `PosDef` includes symmetry, so $A$ and $B$ are symmetric as half the sum and half the difference of symmetric matrices.

That the $\omega_i$ solve the RPA equations is proved in `rpa_modes`. The definition of `correlationEnergy` is taken from the oscillator picture; how well it approximates the correlation energy of actual electrons is not examined here. The theorems start from given matrices, whatever orbitals and interaction produced them; complex orbitals, infinite bases and zero-frequency modes are left aside.

## From the RPA equations to a square

The RPA equations are

$$AX+BY=\omega X,\qquad BX+AY=-\omega Y.$$

Their sum and difference are

$$(A+B)(X+Y)=\omega(X-Y),\qquad (A-B)(X-Y)=\omega(X+Y).$$

Put $X+Y=Sz$. Since $A-B=S^2$, the second equation gives $X-Y=\omega S^{-1}z$. The first becomes $S(A+B)Sz=\omega^2z$, that is, $M^2z=\omega^2z$.

Conversely, take an orthonormal eigenbasis $z_i$ of $M$ with $Mz_i=\omega_iz_i$. Here $\omega_i>0$, because $M^2=S(A+B)S$ is invertible and $M$ is positive semidefinite. The amplitudes

$$X_i=\tfrac12(Sz_i+\omega_iS^{-1}z_i),\qquad Y_i=\tfrac12(Sz_i-\omega_iS^{-1}z_i)$$

solve the RPA equations, and

$$X_i\cdot X_j-Y_i\cdot Y_j=\tfrac12(\omega_i+\omega_j)\,z_i\cdot z_j=\omega_i\delta_{ij}.$$

Dividing both amplitudes by $\sqrt{\omega_i}$ gives the usual normalisation to 1.

For the energy, let $D=S-MS^{-1}$. Since $S$ and $M$ are symmetric,

$$D^TD=S^2-SMS^{-1}-S^{-1}MS+S^{-1}M^2S^{-1}.$$

The first term is $A-B$ and the last is $A+B$. By cyclicity of the trace, each middle term contributes $-\operatorname{tr}M$. Hence

$$\operatorname{tr}(D^TD)=2\operatorname{tr}A-2\operatorname{tr}M=-4E_c.$$

The left side is a sum of squares, so $E_c\le0$ and $\operatorname{tr}M\le\operatorname{tr}A$.

If $E_c=0$, then $D=0$ and $M=S^2$. Now $M^2=S(A+B)S$ reads $S^4=S(A+B)S$. Cancelling $S$ on both sides gives $A-B=A+B$, so $B=0$. If instead $B=0$, then $S^2=A$ and $M^2=SAS=S^4=A^2$. The positive root is unique, so $M=A$ and $E_c=0$.

## A single excitation

For one excitation, $A=a$ and $B=b$ are numbers with $|b|<a$. Then $\omega=\sqrt{a^2-b^2}\le a$, and

$$E_c=\tfrac12\big(\sqrt{a^2-b^2}-a\big)\approx-\frac{b^2}{4a}$$

for small $b$. The sign of the coupling doesn't matter.

## The complete Lean source

```lean
import Mathlib

open Matrix
open scoped MatrixOrder

namespace RPACorrelation

noncomputable section

variable {n : Type*} [Fintype n] [DecidableEq n]

/-- The positive square root of `A - B`, for `A - B` positive semidefinite. -/
def rootDiff (A B : Matrix n n ℝ) : Matrix n n ℝ := CFC.sqrt (A - B)

/-- The RPA frequency matrix: the positive square root of
`(A - B)^(1/2) (A + B) (A - B)^(1/2)`, for `A - B` and `A + B` positive semidefinite. -/
def freqMatrix (A B : Matrix n n ℝ) : Matrix n n ℝ :=
  CFC.sqrt (rootDiff A B * (A + B) * rootDiff A B)

/-- The square root of `A - B` is a symmetric matrix. -/
theorem rootDiff_isHermitian (A B : Matrix n n ℝ) : (rootDiff A B).IsHermitian :=
  (Matrix.nonneg_iff_posSemidef.mp (CFC.sqrt_nonneg (A - B))).isHermitian

/-- The frequency matrix is symmetric and positive semidefinite. -/
theorem freqMatrix_posSemidef (A B : Matrix n n ℝ) : (freqMatrix A B).PosSemidef :=
  Matrix.nonneg_iff_posSemidef.mp (CFC.sqrt_nonneg _)

/-- The RPA frequencies, counted with multiplicity: the eigenvalues of the frequency matrix. -/
def frequency (A B : Matrix n n ℝ) (i : n) : ℝ :=
  (freqMatrix_posSemidef A B).isHermitian.eigenvalues i

/-- The RPA correlation energy: half the difference between the sum of the RPA frequencies
and the trace of `A`. -/
def correlationEnergy (A B : Matrix n n ℝ) : ℝ :=
  (∑ i, frequency A B i - A.trace) / 2

/-- For `A - B` positive definite, its square root squares to `A - B` and is invertible. -/
theorem rootDiff_sq {A B : Matrix n n ℝ} (hP : (A - B).PosDef) :
    rootDiff A B * rootDiff A B = A - B ∧ IsUnit (rootDiff A B).det := by
  have h : rootDiff A B * rootDiff A B = A - B :=
    CFC.sqrt_mul_sqrt_self _ (Matrix.nonneg_iff_posSemidef.mpr hP.posSemidef)
  refine ⟨h, isUnit_iff_ne_zero.mpr fun h0 => ?_⟩
  have hd := hP.det_pos
  rw [← h, det_mul, h0, mul_zero] at hd
  exact lt_irrefl _ hd

/-- For `A + B` positive definite, the frequency matrix squares to
`(A - B)^(1/2) (A + B) (A - B)^(1/2)`. -/
theorem freqMatrix_sq {A B : Matrix n n ℝ} (hQ : (A + B).PosDef) :
    freqMatrix A B * freqMatrix A B = rootDiff A B * (A + B) * rootDiff A B := by
  have h := hQ.posSemidef.conjTranspose_mul_mul_same (rootDiff A B)
  rw [(rootDiff_isHermitian A B).eq] at h
  exact CFC.sqrt_mul_sqrt_self _ (Matrix.nonneg_iff_posSemidef.mpr h)

/-- The sum of the RPA frequencies is the trace of the frequency matrix. -/
theorem sum_frequency (A B : Matrix n n ℝ) :
    ∑ i, frequency A B i = (freqMatrix A B).trace := by
  have h := (freqMatrix_posSemidef A B).isHermitian.trace_eq_sum_eigenvalues
  simpa [frequency] using h.symm

/-- For `A - B` and `A + B` positive definite, all frequencies are positive and belong to amplitudes
`X i`, `Y i` that solve the RPA equations and are orthogonal in the RPA metric, with
`X i ⬝ᵥ X i - Y i ⬝ᵥ Y i` equal to the frequency. -/
theorem rpa_modes {A B : Matrix n n ℝ} (hP : (A - B).PosDef) (hQ : (A + B).PosDef) :
    (∀ i, 0 < frequency A B i) ∧ ∃ X Y : n → n → ℝ, ∀ i,
      A *ᵥ X i + B *ᵥ Y i = frequency A B i • X i ∧
      B *ᵥ X i + A *ᵥ Y i = -(frequency A B i • Y i) ∧
      ∀ j, X i ⬝ᵥ X j - Y i ⬝ᵥ Y j = if i = j then frequency A B i else 0 := by
  obtain ⟨hS, hu⟩ := rootDiff_sq hP
  have hM := freqMatrix_sq hQ
  have hSt : (rootDiff A B)ᵀ = rootDiff A B := by
    rw [← conjTranspose_eq_transpose_of_trivial]
    exact (rootDiff_isHermitian A B).eq
  have hH := (freqMatrix_posSemidef A B).isHermitian
  -- an orthonormal eigenbasis of the frequency matrix
  obtain ⟨z, hz, hon⟩ : ∃ z : n → n → ℝ,
      (∀ i, freqMatrix A B *ᵥ z i = frequency A B i • z i) ∧
      ∀ i j, z i ⬝ᵥ z j = if i = j then 1 else 0 := by
    refine ⟨fun i => (hH.eigenvectorBasis i).ofLp,
      fun i => hH.mulVec_eigenvectorBasis i, fun i j => ?_⟩
    have h := orthonormal_iff_ite.mp hH.eigenvectorBasis.orthonormal i j
    rw [EuclideanSpace.inner_eq_star_dotProduct, star_trivial] at h
    exact (dotProduct_comm _ _).trans h
  set S := rootDiff A B
  set M := freqMatrix A B
  have hdM : M.det ≠ 0 := by
    intro h0
    have h := congrArg Matrix.det hM
    rw [det_mul, det_mul, det_mul, h0, mul_zero] at h
    exact mul_ne_zero (mul_ne_zero hu.ne_zero hQ.det_pos.ne') hu.ne_zero h.symm
  have hd : ∀ a b : n → ℝ, (S *ᵥ a) ⬝ᵥ (S⁻¹ *ᵥ b) = a ⬝ᵥ b := by
    intro a b
    have h : S *ᵥ a = a ᵥ* S := by rw [← vecMul_transpose, hSt]
    rw [h, ← dotProduct_mulVec, mulVec_mulVec, mul_nonsing_inv _ hu, one_mulVec]
  refine ⟨fun i => ?_, fun i => (1 / 2 : ℝ) • (S *ᵥ z i + frequency A B i • (S⁻¹ *ᵥ z i)),
    fun i => (1 / 2 : ℝ) • (S *ᵥ z i - frequency A B i • (S⁻¹ *ᵥ z i)), fun i => ?_⟩
  · refine lt_of_le_of_ne ((freqMatrix_posSemidef A B).eigenvalues_nonneg i) fun h0 => ?_
    have h1 : frequency A B i = 0 := h0.symm
    have h2 : z i = 0 := eq_zero_of_mulVec_eq_zero hdM (by rw [hz, h1, zero_smul])
    have h3 := hon i i
    simp [h2] at h3
  · -- the equation for X + Y, and the one for X - Y divided by the frequency
    have e1 : A *ᵥ (S *ᵥ z i) + B *ᵥ (S *ᵥ z i)
        = (frequency A B i * frequency A B i) • (S⁻¹ *ᵥ z i) := by
      have h : (A + B) * S = S⁻¹ * (M * M) := by
        rw [hM, mul_assoc S, ← mul_assoc S⁻¹, nonsing_inv_mul _ hu, one_mul]
      rw [← add_mulVec, mulVec_mulVec, h, ← mulVec_mulVec, ← mulVec_mulVec, hz,
        mulVec_smul, hz, mulVec_smul, mulVec_smul, smul_smul]
    have e2 : A *ᵥ (S⁻¹ *ᵥ z i) - B *ᵥ (S⁻¹ *ᵥ z i) = S *ᵥ z i := by
      rw [← sub_mulVec, mulVec_mulVec, ← hS, mul_assoc, mul_nonsing_inv _ hu, mul_one]
    refine ⟨?_, ?_, fun j => ?_⟩
    · simp only [mulVec_smul, mulVec_add, mulVec_sub]
      linear_combination (norm := module) (1 / 2 : ℝ) • e1 + (frequency A B i / 2) • e2
    · simp only [mulVec_smul, mulVec_add, mulVec_sub]
      linear_combination (norm := module) (1 / 2 : ℝ) • e1 - (frequency A B i / 2) • e2
    · have h1 := hd (z i) (z j)
      have h2 : (S⁻¹ *ᵥ z i) ⬝ᵥ (S *ᵥ z j) = z i ⬝ᵥ z j :=
        (dotProduct_comm _ _).trans ((hd _ _).trans (dotProduct_comm _ _))
      rw [hon] at h1 h2
      simp only [smul_dotProduct, dotProduct_smul, add_dotProduct, dotProduct_add,
        sub_dotProduct, dotProduct_sub, smul_eq_mul]
      rw [h1, h2]
      split_ifs with h
      · subst h
        ring
      · ring

/-- For `A - B` and `A + B` positive definite, the correlation energy is minus one quarter of
the squared Frobenius norm of `S - M S⁻¹`, with `S` the root of `A - B` and `M` the frequency
matrix. -/
theorem correlationEnergy_eq {A B : Matrix n n ℝ} (hP : (A - B).PosDef)
    (hQ : (A + B).PosDef) :
    correlationEnergy A B =
      -((rootDiff A B - freqMatrix A B * (rootDiff A B)⁻¹)ᴴ *
        (rootDiff A B - freqMatrix A B * (rootDiff A B)⁻¹)).trace / 4 := by
  obtain ⟨hS, hu⟩ := rootDiff_sq hP
  have hM := freqMatrix_sq hQ
  have hSh := (rootDiff_isHermitian A B).eq
  have hMh := (freqMatrix_posSemidef A B).isHermitian.eq
  rw [correlationEnergy, sum_frequency]
  set S := rootDiff A B
  set M := freqMatrix A B
  -- cyclicity of the trace removes S from the cross terms
  have t1 : (S * (M * S⁻¹)).trace = M.trace := by
    rw [trace_mul_comm, mul_assoc, nonsing_inv_mul _ hu, mul_one]
  have t2 : (S⁻¹ * M * S).trace = M.trace := by
    rw [trace_mul_comm, ← mul_assoc, mul_nonsing_inv _ hu, one_mul]
  have t3 : S⁻¹ * M * (M * S⁻¹) = A + B := by
    calc S⁻¹ * M * (M * S⁻¹) = S⁻¹ * (M * M) * S⁻¹ := by simp only [mul_assoc]
      _ = (S⁻¹ * S) * (A + B) * (S * S⁻¹) := by rw [hM]; simp only [mul_assoc]
      _ = A + B := by rw [nonsing_inv_mul _ hu, mul_nonsing_inv _ hu, one_mul, mul_one]
  rw [conjTranspose_sub, conjTranspose_mul, conjTranspose_nonsing_inv, hSh, hMh,
    sub_mul, mul_sub, mul_sub, t3, hS]
  simp only [trace_sub, trace_add, t1, t2]
  ring

/-- The RPA correlation energy is nonpositive when `A - B` and `A + B` are positive definite. -/
theorem correlationEnergy_nonpos {A B : Matrix n n ℝ} (hP : (A - B).PosDef)
    (hQ : (A + B).PosDef) : correlationEnergy A B ≤ 0 := by
  rw [correlationEnergy_eq hP hQ]
  have h := (posSemidef_conjTranspose_mul_self
    (rootDiff A B - freqMatrix A B * (rootDiff A B)⁻¹)).trace_nonneg
  linarith

/-- For `A - B` and `A + B` positive definite, the trace of the positive square root of
`(A - B)^(1/2) (A + B) (A - B)^(1/2)` is at most the trace of `A`. -/
theorem trace_freqMatrix_le {A B : Matrix n n ℝ} (hP : (A - B).PosDef)
    (hQ : (A + B).PosDef) : (freqMatrix A B).trace ≤ A.trace := by
  have h := correlationEnergy_nonpos hP hQ
  rw [correlationEnergy, sum_frequency] at h
  linarith

/-- For `A - B` and `A + B` positive definite, the correlation energy vanishes exactly when
the coupling `B` is zero. -/
theorem correlationEnergy_eq_zero_iff {A B : Matrix n n ℝ} (hP : (A - B).PosDef)
    (hQ : (A + B).PosDef) : correlationEnergy A B = 0 ↔ B = 0 := by
  obtain ⟨hS, hu⟩ := rootDiff_sq hP
  constructor
  · intro h
    rw [correlationEnergy_eq hP hQ] at h
    have h0 : ((rootDiff A B - freqMatrix A B * (rootDiff A B)⁻¹)ᴴ *
        (rootDiff A B - freqMatrix A B * (rootDiff A B)⁻¹)).trace = 0 := by linarith
    have hD := trace_conjTranspose_mul_self_eq_zero_iff.mp h0
    have hM := freqMatrix_sq hQ
    have hU := (Matrix.isUnit_iff_isUnit_det (rootDiff A B)).mpr hu
    set S := rootDiff A B
    set M := freqMatrix A B
    -- a vanishing norm forces M = S², and then A + B = A - B
    have hMS : M = S * S := by
      calc M = M * S⁻¹ * S := by rw [mul_assoc, nonsing_inv_mul _ hu, mul_one]
        _ = S * S := by rw [← sub_eq_zero.mp hD]
    have h1 : S * (S * S * S) = S * ((A + B) * S) := by
      rw [hMS] at hM
      simpa only [mul_assoc] using hM
    have h2 : S * S = A + B := hU.mul_right_cancel (hU.mul_left_cancel h1)
    rw [hS] at h2
    ext i j
    have h3 := congrFun (congrFun h2 i) j
    simp only [Matrix.sub_apply, Matrix.add_apply] at h3
    simp only [Matrix.zero_apply]
    linarith
  · rintro rfl
    rw [sub_zero] at hS hP
    have hA : A * A = rootDiff A 0 * (A + 0) * rootDiff A 0 := by
      calc A * A = (rootDiff A 0 * rootDiff A 0) * (rootDiff A 0 * rootDiff A 0) := by rw [hS]
        _ = rootDiff A 0 * (rootDiff A 0 * rootDiff A 0) * rootDiff A 0 := by
          simp only [mul_assoc]
        _ = rootDiff A 0 * (A + 0) * rootDiff A 0 := by rw [hS, add_zero]
    have hM : freqMatrix A 0 = A :=
      CFC.sqrt_unique hA (Matrix.nonneg_iff_posSemidef.mpr hP.posSemidef)
    rw [correlationEnergy, sum_frequency, hM, sub_self, zero_div]

end

end RPACorrelation
```

```lean
#print axioms RPACorrelation.rpa_modes
#print axioms RPACorrelation.trace_freqMatrix_le
#print axioms RPACorrelation.correlationEnergy_eq_zero_iff
```

```
'RPACorrelation.rpa_modes' depends on axioms: [propext, Classical.choice, Quot.sound]
'RPACorrelation.trace_freqMatrix_le' depends on axioms: [propext, Classical.choice, Quot.sound]
'RPACorrelation.correlationEnergy_eq_zero_iff' depends on axioms: [propext, Classical.choice, Quot.sound]
```

## Modes, trace identity and equality in Lean

`rootDiff_sq` gives $S^2=A-B$ and the invertibility of $S$: if $\det S$ were zero, $\det(A-B)$ would be too. `freqMatrix_sq` gives $M^2=S(A+B)S$, and `sum_frequency` turns the sum of eigenvalues into a trace.

In `rpa_modes`, `e1` is the equation $(A+B)(X+Y)=\omega_i(X-Y)$, and `e2` is $(A-B)(X-Y)=\omega_i(X+Y)$ divided by $\omega_i$, both written in terms of $z_i$. Half their sum and half their difference, with `e2` weighted by $\omega_i$, are the two RPA equations; `linear_combination` checks this. The auxiliary fact `hd`, $(Sa)\cdot(S^{-1}b)=a\cdot b$, supplies the orthogonality relation.

In `correlationEnergy_eq`, `t1` and `t2` are the two uses of cyclicity, and `t3` is $S^{-1}M^2S^{-1}=A+B$. `correlationEnergy_nonpos` adds that $D^TD$ has nonnegative trace, and `trace_freqMatrix_le` restates the bound for $M$. `correlationEnergy_eq_zero_iff` follows the equality argument above, with `hMS` as $M=S^2$ and the two cancellations in `h2`.

## The matrix square root `CFC.sqrt`

Mathlib's `CFC.sqrt` applies the square root to a matrix through its spectrum, by the continuous functional calculus. Three facts about it carry the argument. `CFC.sqrt_nonneg` makes the root positive semidefinite, `CFC.sqrt_mul_sqrt_self` says that it squares to the original matrix, and `CFC.sqrt_unique` identifies $M$ with $A$ when $B=0$.

They are phrased with the order in which $0\le P$ means that $P$ is positive semidefinite, and `Matrix.nonneg_iff_posSemidef` translates between the two. The first fact holds for every input, which is why `freqMatrix_posSemidef` has no hypotheses; the second needs a positive semidefinite matrix, and there `hP` and `hQ` enter.
